# Rescaling a shape function to unit grid charge makes its force independent of the potential zero

In the projector augmented-wave (PAW) method, smooth localised charges are placed on the atoms to give the pseudo-density the right multipole moments. If such a charge is sampled on a real-space grid, the sum of its samples times the cell volume is in general not exactly its integral, and the error usually changes as the atom moves relative to the points. Write N(R) for the charge that the grid sees when the centre is at R. Raising the potential by a constant c then raises the energy by c N(R), which depends on R, so the atom feels an extra force −c ∇N(R) that comes only from the choice of the potential's zero.

Dividing the sampled shape by N(R) removes this force, provided that N(R) ≠ 0 and that the division is also differentiated when the force is computed. The derivation below treats one charge of unit size in a potential whose grid values are held fixed. For a program that rescales its monopole compensation charges in this way, the result times the charge is the part of the atomic force in which only the shape moves. Atomic forces are used in geometry optimisation and molecular dynamics.

## Charge and energy as finite sums

The grid points are x_k, with k running over a finite index set `ι`. Positions live in a space `V`, which may be a line, a plane or ordinary three-dimensional space.

```lean
import Mathlib

open Finset

namespace PAWGridShape

noncomputable section

variable {ι V : Type*} [Fintype ι] [NormedAddCommGroup V]
```

The integral over the grid is the sum of the samples times the cell volume h, which in one dimension is the spacing:

I[f] = h Σ_k f_k

```lean
/-- Integration on the grid: the sum of the sampled values times the cell volume `h`. -/
def gridIntegral (h : ℝ) (f : ι → ℝ) : ℝ := h * ∑ k, f k
```

Let g be the shape function, given relative to its own centre. With the centre at R, grid point k samples the value g(x_k − R), and the grid charge is

N(R) = h Σ_k g(x_k − R)

```lean
/-- The grid charge `N(R)` of the shape function `g` centred at `R`. -/
def gridCharge (h : ℝ) (x : ι → V) (g : V → ℝ) (R : V) : ℝ :=
  gridIntegral h fun k => g (x k - R)
```

The rescaled shape has the samples

s_k(R) = g(x_k − R) / N(R)

```lean
/-- The rescaled shape `g / N`, sampled at the grid points. -/
def shape (h : ℝ) (x : ι → V) (g : V → ℝ) (R : V) (k : ι) : ℝ :=
  g (x k - R) / gridCharge h x g R
```

Let v_k be the potential at grid point k, measured as energy per unit charge. The energy of the rescaled shape is

E(R) = h Σ_k v_k s_k(R)

In Lean, `v` is a function of the grid index alone, so the potential does not respond when the centre moves.

```lean
/-- The energy `E(R)` of the rescaled shape in the grid potential `v`. -/
def energy (h : ℝ) (x : ι → V) (g : V → ℝ) (v : ι → ℝ) (R : V) : ℝ :=
  gridIntegral h fun k => v k * shape h x g R k
```

## Unit charge and the shift of the energy

A common divisor can be taken out of a finite sum:

h Σ_k (f_k / c) = (h Σ_k f_k) / c

The proof does this with `Finset.sum_div` and then regroups the factor h. The lemma has no condition on c because Lean sets division by zero to zero; the condition enters in the next step.

```lean
/-- Dividing all samples by a number divides the grid integral by that number. -/
theorem gridIntegral_div (h : ℝ) (f : ι → ℝ) (c : ℝ) :
    gridIntegral h (fun k => f k / c) = gridIntegral h f / c := by
  unfold gridIntegral
  rw [← Finset.sum_div, mul_div_assoc]
```

Take f_k = g(x_k − R) and c = N(R). The right-hand side becomes N(R)/N(R), so

h Σ_k s_k(R) = 1 if N(R) ≠ 0

The hypothesis `hN` says that the grid sees a net charge. It can fail, for instance, when a narrow shape falls entirely between the grid points. It holds when h > 0, g is nowhere negative and at least one sample is positive.

```lean
/-- The rescaled shape carries grid charge exactly one. -/
theorem shape_charge_eq_one (h : ℝ) (x : ι → V) (g : V → ℝ) (R : V)
    (hN : gridCharge h x g R ≠ 0) : gridIntegral h (shape h x g R) = 1 := by
  have h1 := gridIntegral_div h (fun k => g (x k - R)) (gridCharge h x g R)
  exact h1.trans (div_self hN)
```

The same lemma, applied to the products v_k g(x_k − R), writes the energy as a quotient. With A(R) for the energy of the unscaled shape,

A(R) = h Σ_k v_k g(x_k − R)

E(R) = A(R) / N(R)

This is the form that will be differentiated.

```lean
/-- The energy is the grid integral of potential times unscaled shape, divided by the
grid charge. -/
theorem energy_eq_div (h : ℝ) (x : ι → V) (g : V → ℝ) (v : ι → ℝ) (R : V) :
    energy h x g v R =
      gridIntegral h (fun k => v k * g (x k - R)) / gridCharge h x g R := by
  rw [← gridIntegral_div]
  simp only [energy, shape, mul_div_assoc]
```

Now add a constant c to every v_k:

h Σ_k (v_k + c) s_k = h Σ_k v_k s_k + c · h Σ_k s_k = E + c

The last equality uses the unit charge and therefore needs N(R) ≠ 0. In the proof, `simp only` splits the sum, and `linear_combination c * h1` adds c times the unit-charge identity. E is therefore an average of the potential with weights h s_k that sum to one, although individual weights can be negative if g changes sign.

```lean
/-- Adding a constant `c` to the potential raises the energy by exactly `c`. -/
theorem energy_add_const (h : ℝ) (x : ι → V) (g : V → ℝ) (v : ι → ℝ) (c : ℝ) (R : V)
    (hN : gridCharge h x g R ≠ 0) :
    energy h x g (fun k => v k + c) R = energy h x g v R + c := by
  have h1 := shape_charge_eq_one h x g R hN
  simp only [gridIntegral] at h1
  simp only [energy, gridIntegral, add_mul, Finset.sum_add_distrib, ← Finset.mul_sum]
  linear_combination c * h1
```

## The force and its derivation

The force to be established is

F(R) = (h / N(R)) Σ_k (v_k − E(R)) ∇g(x_k − R)

Each grid point contributes according to how far its potential lies from the average E. With a single grid point and N(R) ≠ 0, v_k = E and the force is zero, as it should be: the whole unit charge stays on that point when the centre moves slightly.

From here on `V` is a real normed space, so that derivatives make sense. The derivative `fderiv ℝ g y` is a continuous linear functional that sends a displacement u to the directional derivative ∇g(y)·u. Accordingly `force` has type `V →L[ℝ] ℝ` and sends a displacement u to F(R)·u, which is the component of the force along u when u has unit length. At this point it is only a definition; that it equals −∇E is proved below.

```lean
variable [NormedSpace ℝ V]

/-- The force `(h / N) ∑ (v_k - E) ∇g(x_k - R)`, as a linear functional of the
displacement of the centre. -/
def force (h : ℝ) (x : ι → V) (g : V → ℝ) (v : ι → ℝ) (R : V) : V →L[ℝ] ℝ :=
  (h / gridCharge h x g R) •
    ∑ k, (v k - energy h x g v R) • fderiv ℝ g (x k - R)
```

Consider first a grid integral with fixed weights w_k,

W(R) = h Σ_k w_k g(x_k − R)

Moving the centre by u moves the argument of g by −u, so to first order

g(x_k − R − u) ≈ g(x_k − R) − ∇g(x_k − R)·u

Multiplying by w_k, summing over k and multiplying by h gives

∇W(R) = −h Σ_k w_k ∇g(x_k − R)

In the proof, `h1` is the derivative of x_k − S with respect to S, which is minus the identity. The chain rule and the factor w_k give `h2`, and `HasFDerivAt.fun_sum` adds the terms. The hypothesis `hg` asks for g to be differentiable everywhere, which excludes a shape with a kink at its cutoff radius.

```lean
/-- Gradient, with respect to the centre, of a grid integral of the unscaled shape with
fixed weights `w`. -/
theorem hasFDerivAt_weighted (h : ℝ) (x : ι → V) (g : V → ℝ)
    (hg : Differentiable ℝ g) (w : ι → ℝ) (R : V) :
    HasFDerivAt (fun S => gridIntegral h fun k => w k * g (x k - S))
      (-(h • ∑ k, w k • fderiv ℝ g (x k - R))) R := by
  have hk : ∀ k ∈ (Finset.univ : Finset ι),
      HasFDerivAt (fun S => w k * g (x k - S))
        (-(w k • fderiv ℝ g (x k - R))) R := by
    intro k _
    -- moving the centre by `u` moves the argument of `g` by `-u`
    have h1 : HasFDerivAt (fun S : V => x k - S) (-(ContinuousLinearMap.id ℝ V)) R :=
      (hasFDerivAt_id R).const_sub (x k)
    have h2 := ((hg (x k - R)).hasFDerivAt.comp R h1).const_mul (w k)
    refine h2.congr_fderiv ?_
    ext u
    simp
  have hs := (HasFDerivAt.fun_sum hk).const_mul h
  refine hs.congr_fderiv ?_
  rw [Finset.sum_neg_distrib, smul_neg]
```

With all weights equal to one, this is the gradient of the grid charge:

∇N(R) = −h Σ_k ∇g(x_k − R)

```lean
/-- Gradient of the grid charge with respect to the centre. -/
theorem hasFDerivAt_gridCharge (h : ℝ) (x : ι → V) (g : V → ℝ)
    (hg : Differentiable ℝ g) (R : V) :
    HasFDerivAt (gridCharge h x g) (-(h • ∑ k, fderiv ℝ g (x k - R))) R := by
  have h1 := hasFDerivAt_weighted h x g hg (fun _ => 1) R
  simp only [one_mul, one_smul] at h1
  exact h1
```

With w_k = v_k it is the gradient of A. The product rule for A · (1/N) then gives

∇E = ∇A / N − A ∇N / N² = (∇A − E ∇N) / N

Inserting the two gradients,

∇E = (1/N) (−h Σ_k v_k ∇g(x_k − R) + E h Σ_k ∇g(x_k − R))

∇E = −(h/N) Σ_k (v_k − E) ∇g(x_k − R) = −F

The −E inside the bracket comes entirely from the change of the normalisation as the centre moves.

The Lean proof takes the same route. `hA` is the gradient of A, `hi` the gradient of 1/N, and `hq` their product rule. `hE` rewrites the energy as the product, while `hsum` and `hF` split the force into its v part and its E part. The tactic `module` then checks that the two linear combinations of gradients agree.

```lean
/-- The gradient of the energy of the rescaled shape is minus the force
`(h / N) ∑ (v_k - E) ∇g(x_k - R)`, wherever the grid charge is nonzero. -/
theorem hasFDerivAt_energy (h : ℝ) (x : ι → V) (g : V → ℝ)
    (hg : Differentiable ℝ g) (v : ι → ℝ) (R : V) (hN : gridCharge h x g R ≠ 0) :
    HasFDerivAt (energy h x g v) (-force h x g v R) R := by
  have hA := hasFDerivAt_weighted h x g hg v R
  have hi := (hasDerivAt_inv hN).comp_hasFDerivAt R (hasFDerivAt_gridCharge h x g hg R)
  -- product rule for (unscaled energy) * (1 / N)
  have hq := hA.mul hi
  have hE : energy h x g v = fun S =>
      gridIntegral h (fun k => v k * g (x k - S)) * (gridCharge h x g S)⁻¹ := by
    funext S
    rw [energy_eq_div, div_eq_mul_inv]
  -- the change of the normalisation supplies the term with `E`
  have hsum : ∑ k, (v k - energy h x g v R) • fderiv ℝ g (x k - R) =
      ∑ k, v k • fderiv ℝ g (x k - R) -
        energy h x g v R • ∑ k, fderiv ℝ g (x k - R) := by
    simp only [sub_smul, Finset.sum_sub_distrib, Finset.smul_sum]
  have hF : force h x g v R = (h / gridCharge h x g R) •
      (∑ k, v k • fderiv ℝ g (x k - R) -
        (gridIntegral h (fun k => v k * g (x k - R)) / gridCharge h x g R) •
          ∑ k, fderiv ℝ g (x k - R)) := by
    rw [force, hsum, energy_eq_div]
  rw [hE, hF]
  refine hq.congr_fderiv ?_
  simp only [Function.comp_apply]
  module
```

In one dimension the functional is fixed by its value on the displacement 1, and ∇g becomes the ordinary derivative g′, written `deriv g`:

E′(R) = −h Σ_k (v_k − E(R)) g′(x_k − R) / N(R)

As in the general case, g has to be differentiable and N(R) nonzero. The proof evaluates `force` at 1 and rearranges the factors.

```lean
/-- In one dimension, `E'(R) = -h ∑ (v_k - E) g'(x_k - R) / N`. -/
theorem hasDerivAt_energy (h : ℝ) (x : ι → ℝ) (g : ℝ → ℝ)
    (hg : Differentiable ℝ g) (v : ι → ℝ) (R : ℝ) (hN : gridCharge h x g R ≠ 0) :
    HasDerivAt (energy h x g v)
      (-(gridIntegral h (fun k => (v k - energy h x g v R) * deriv g (x k - R)) /
        gridCharge h x g R)) R := by
  have hf : force h x g v R 1 = h / gridCharge h x g R *
      ∑ k, (v k - energy h x g v R) * deriv g (x k - R) := by
    simp [force, _root_.sum_apply]
  refine (hasFDerivAt_energy h x g hg v R hN).hasDerivAt.congr_deriv ?_
  change -(force h x g v R 1) = _
  rw [hf, gridIntegral]
  ring
```

## Shifting the potential with and without rescaling

Let N(R) ≠ 0. Under v_k → v_k + c the energy becomes E + c, and

(v_k + c) − (E + c) = v_k − E

Neither N nor ∇g involves the potential, so every term of the force stays the same. The proof consists of these two substitutions and does not need g to be differentiable, because it compares two values of the formula that defines `force`.

```lean
/-- Adding a constant to the potential leaves the force unchanged. -/
theorem force_add_const (h : ℝ) (x : ι → V) (g : V → ℝ) (v : ι → ℝ) (c : ℝ) (R : V)
    (hN : gridCharge h x g R ≠ 0) :
    force h x g (fun k => v k + c) R = force h x g v R := by
  simp only [force, energy_add_const h x g v c R hN, add_sub_add_right_eq_sub]
```

The unscaled energy A behaves differently. Replacing v_k by v_k + c in its gradient gives

−h Σ_k (v_k + c) ∇g(x_k − R) = ∇A(R) + c ∇N(R)

The extra term is the spurious contribution described at the start, with the opposite sign because the force is minus the gradient. It vanishes only when c = 0 or when the grid charge is stationary at R. Here g has to be differentiable, but no condition on N is needed, since nothing is divided by it.

```lean
/-- Without rescaling, adding a constant `c` to the potential changes the energy gradient
by `c` times the gradient of the grid charge. -/
theorem unscaled_gradient_add_const (h : ℝ) (x : ι → V) (g : V → ℝ)
    (hg : Differentiable ℝ g) (v : ι → ℝ) (c : ℝ) (R : V) :
    fderiv ℝ (fun S => gridIntegral h fun k => (v k + c) * g (x k - S)) R =
      fderiv ℝ (fun S => gridIntegral h fun k => v k * g (x k - S)) R +
        c • fderiv ℝ (gridCharge h x g) R := by
  rw [(hasFDerivAt_weighted h x g hg (fun k => v k + c) R).fderiv,
    (hasFDerivAt_weighted h x g hg v R).fderiv,
    (hasFDerivAt_gridCharge h x g hg R).fderiv]
  simp only [add_smul, Finset.sum_add_distrib, ← Finset.smul_sum]
  module

end

end PAWGridShape
```

```lean
#print axioms PAWGridShape.shape_charge_eq_one
-- 'PAWGridShape.shape_charge_eq_one' depends on axioms: [propext, Classical.choice, Quot.sound]
#print axioms PAWGridShape.hasDerivAt_energy
-- 'PAWGridShape.hasDerivAt_energy' depends on axioms: [propext, Classical.choice, Quot.sound]
#print axioms PAWGridShape.force_add_const
-- 'PAWGridShape.force_add_const' depends on axioms: [propext, Classical.choice, Quot.sound]
#print axioms PAWGridShape.unscaled_gradient_add_const
-- 'PAWGridShape.unscaled_gradient_add_const' depends on axioms: [propext, Classical.choice, Quot.sound]
```

## The range of the model

The theorems concern one centre and one scalar shape. They say nothing about the higher multipole moments of a compensation charge, which a single factor 1/N does not correct separately. Nor do they bound the difference between the grid energy and the continuum integral: in a potential that is not constant, this difference may still vary as the centre moves between grid points. What is exact is the total charge, the response to a constant shift, and the match between the force and the energy as computed on the grid.

In a self-consistent calculation the potential itself depends on the atomic positions. The formula then supplies the part of the derivative in which only the shape moves, and the remaining parts have to be treated by the energy functional in use.

The force could also have been stated as a vector, using Mathlib's `gradient` in a complete real inner product space. The result would then be an element of the same space as R, which is closer to the array of components that a program stores. The derivation would stay the same, but the statement would depend on an inner product that the functional version does not need.

## Four sums in a program

A program can collect everything in one pass over the grid points where g or its gradient is nonzero:

S₀ = Σ_k g(x_k − R)

S₁ = Σ_k v_k g(x_k − R)

G₀ = Σ_k ∇g(x_k − R)

G₁ = Σ_k v_k ∇g(x_k − R)

Since N = h S₀, the cell volume cancels from both results:

E = S₁ / S₀

F = (G₁ − E G₀) / S₀

For a charge Q instead of a unit charge, both are multiplied by Q. A program that rescales the shape in the energy but leaves out E G₀ in the force returns a force that does not match its own energy whenever E G₀ ≠ 0. Adding a nonzero constant c to all v_k reveals the omission at positions where G₀ ≠ 0: the complete expression changes only by rounding, while the incomplete one changes by c G₀ / S₀. The test should not be made at a symmetric position: for an even shape centred on a point of a uniform grid that covers it, G₀ = 0 and neither expression changes.
